# The number of allowed projection pairs is unchanged when three integer angular momenta are exchanged cyclically

For angular momenta `a`, `b` and `c`, all non-negative integers, the declaration counts the integer pairs (m1, m2) with |m1| ≤ a, |m2| ≤ b and |m1 + m2| ≤ c. These are the pairs of magnetic quantum numbers of `a` and `b` whose total is a possible projection of `c`. The claim is that the count is the same when `a`, `b`, `c` are replaced by `b`, `c`, `a`; no triangle condition is assumed. The attempt uses `Finset.card_bij` with the map (m1, m2) ↦ (m2, −(m1 + m2)), and shows that it lands in the second set, is injective and is surjective.

The failing Lean file:

```lean
import Mathlib

open Finset

namespace CardAllowedRotate

/-- The pairs of magnetic quantum numbers `(m1, m2)` of two angular momenta `a` and `b`. -/
noncomputable def productStates (a b : ℕ) : Finset (ℤ × ℤ) :=
  Icc (-(a : ℤ)) a ×ˢ Icc (-(b : ℤ)) b

/-- The pairs `(m1, m2)` whose total projection `m1 + m2` is a possible projection of an
angular momentum `c`. -/
noncomputable def allowed (a b c : ℕ) : Finset (ℤ × ℤ) :=
  (productStates a b).filter (fun p => |p.1 + p.2| ≤ (c : ℤ))

/-- The number of allowed pairs is unchanged when the three angular momenta are exchanged
cyclically. -/
theorem card_allowed_rotate (a b c : ℕ) : (allowed a b c).card = (allowed b c a).card := by
  -- `(m1, m2, -(m1 + m2))` is a triple of projections with sum zero; rotate it
  refine Finset.card_bij (fun p _ => (p.2, -(p.1 + p.2))) ?_ ?_ ?_
  · rintro ⟨m1, m2⟩ hp
    simp only [allowed, productStates, mem_filter, mem_product, mem_Icc, abs_le] at hp ⊢
    omega
  · rintro ⟨m1, m2⟩ _ ⟨k1, k2⟩ _ e
    simp only [Prod.mk.injEq] at e ⊢
    omega
  · rintro ⟨u, v⟩ hp
    refine ⟨(-(u + v), u), ?_, ?_⟩
    · simp only [allowed, productStates, mem_filter, mem_product, mem_Icc, abs_le] at hp ⊢
      omega
    · simp only [Prod.mk.injEq]
      omega

end CardAllowedRotate
```

The compiler's answer:

```
Main.lean:32:6: error: omega could not prove the goal:
No usable constraints found. You may need to unfold definitions so `omega` can see linear arithmetic facts about `Nat` and `Int`, which may also involve multiplication, division, and modular remainder by constants.
```

What went wrong. The error is at the last `omega`, in the surjectivity part, where the proposed preimage (−(u + v), u) must be shown to map to (u, v). `Prod.mk.injEq` splits this equality of pairs into two equalities of components. The first is `u = u`, which `simp only` reduces to `True`. But the lemma that removes `True` from a conjunction, `true_and`, is not in the list, so the goal remains `True ∧ -(-(u + v) + u) = v`.

The second half is simple linear arithmetic, but `omega` does not deal with the leftover `True`, which is no arithmetic fact, and it stops with "No usable constraints found". The message suggests unfolding definitions, but that is not needed here: the equation holds for all integers u and v, without the hypothesis `hp`.

Adding `true_and` to the `simp only` call leaves just the equation, which `omega` proves.

Lean accepts the file once it reads:

```diff
@@ -29,5 +29,5 @@
     · simp only [allowed, productStates, mem_filter, mem_product, mem_Icc, abs_le] at hp ⊢
       omega
-    · simp only [Prod.mk.injEq]
+    · simp only [Prod.mk.injEq, true_and]
       omega
 
```
